# The second coupling derivative of the Helmholtz energy at fixed mean particle number

If I compute the second-order change of the grand potential at fixed chemical potential and use it as the change of the Helmholtz energy at fixed mean particle number, the result is in general wrong. Switching on the coupling changes the particle number, the chemical potential has to move to restore it, and that shift contributes at second order.

At a fixed temperature, let the grand potential be $W(m,x)=W_0(m)+xW_1(m)+x^2W_2(m)$, with chemical potential $m$ and coupling $x$. Along a path $\mu(x)$ that keeps $-\partial W/\partial m=N$, I believe that $F(x)=W(\mu(x),x)+N\mu(x)$ satisfies

$$F''(0)=2W_2-\frac{(W_1')^2}{W_0''}\quad\text{at } m=\mu(0),$$

provided $W_0''(\mu(0))\neq0$. Primes on the $W_i$ mean derivatives in $m$. Can this be made rigorous and machine-checked, including the differentiability of $\mu$?

## The missing term is the response of the chemical potential

Yes, and it is enough to assume that $\mu$ is continuous near $0$, if the $W_i$ are twice continuously differentiable. The constraint reads

$$W_0'(\mu(x))+xW_1'(\mu(x))+x^2W_2'(\mu(x))=-N.$$

Fix a coupling $a$ near $0$ and set $h(m)=W_0'(m)+aW_1'(m)+a^2W_2'(m)$. Subtracting the constraint at $a$ from the one at $x$ gives

$$h(\mu(x))-h(\mu(a))=-(x-a)\left[W_1'(\mu(x))+(x+a)W_2'(\mu(x))\right].$$

Write the left side as $q(x)\,(\mu(x)-\mu(a))$, where $q(x)$ is the difference quotient of $h$ between $\mu(a)$ and $\mu(x)$, or $h'(\mu(a))$ if these points coincide. Since $\mu$ is continuous at $a$, $q(x)\to D=h'(\mu(a))$. At $a=0$ this $D$ is $W_0''(\mu(0))\neq0$, so by continuity it is nonzero for all small $a$. Dividing by $(x-a)\,q(x)$ and letting $x\to a$,

$$\mu'(a)=-\frac{W_1'(\mu(a))+2aW_2'(\mu(a))}{D},\qquad \mu'(0)=-\frac{W_1'(\mu(0))}{W_0''(\mu(0))}.$$

Now differentiate $F$, with all functions of $m$ taken at $\mu(x)$:

$$F'(x)=\left(W_0'+xW_1'+x^2W_2'+N\right)\mu'(x)+W_1+2xW_2=W_1+2xW_2.$$

The bracket vanishes by the constraint. This holds for all small $x$, so it may be differentiated again at $0$:

$$F''(0)=W_1'\,\mu'(0)+2W_2=2W_2-\frac{(W_1')^2}{W_0''}.$$

As a purely mathematical example (it gives a negative particle number for $m<0$, so it is not a physical system), let all three $W_i$ equal $-m^2/2$. Then $\mu(x)=N/(1+x+x^2)$, and the formula gives $F''(0)=-N^2+N^2=0$, whereas fixed chemical potential gives $-N^2$.

Here is the whole Lean file.

```lean
import Mathlib

open Filter Topology

namespace FiniteTemperaturePerturbation

noncomputable section

/-- The grand potential through second order in the coupling `x`, at chemical potential `m`. -/
def grandPotential (W0 W1 W2 : ℝ → ℝ) (m x : ℝ) : ℝ :=
  W0 m + x * W1 m + x ^ 2 * W2 m

/-- The mean particle number: minus the derivative of the grand potential with respect to
the chemical potential. -/
def meanNumber (W0 W1 W2 : ℝ → ℝ) (m x : ℝ) : ℝ :=
  -deriv (fun m' => grandPotential W0 W1 W2 m' x) m

/-- The Helmholtz energy `W + N m` along a path `mu` of chemical potentials. -/
def helmholtz (W0 W1 W2 : ℝ → ℝ) (N : ℝ) (mu : ℝ → ℝ) (x : ℝ) : ℝ :=
  grandPotential W0 W1 W2 (mu x) x + N * mu x

variable {W0 W1 W2 mu : ℝ → ℝ} {N : ℝ}

/-- A twice continuously differentiable function is differentiable, and its derivative is
differentiable with continuous derivative. -/
theorem regularity {f : ℝ → ℝ} (h : ContDiff ℝ 2 f) :
    Differentiable ℝ f ∧ Differentiable ℝ (deriv f) ∧ Continuous (deriv (deriv f)) := by
  have h' : ContDiff ℝ (1 + 1) f := by
    rw [one_add_one_eq_two]
    exact h
  obtain ⟨hd, -, hd'⟩ := contDiff_succ_iff_deriv.1 h'
  exact ⟨hd, contDiff_one_iff_deriv.1 hd'⟩

/-- The mean particle number, order by order in the coupling. -/
theorem meanNumber_eq (h0 : Differentiable ℝ W0) (h1 : Differentiable ℝ W1)
    (h2 : Differentiable ℝ W2) (m x : ℝ) :
    meanNumber W0 W1 W2 m x = -(deriv W0 m + x * deriv W1 m + x ^ 2 * deriv W2 m) := by
  have h : HasDerivAt (fun m' => grandPotential W0 W1 W2 m' x)
      (deriv W0 m + x * deriv W1 m + x ^ 2 * deriv W2 m) m :=
    ((h0 m).hasDerivAt.fun_add ((h1 m).hasDerivAt.const_mul x)).fun_add
      ((h2 m).hasDerivAt.const_mul (x ^ 2))
  unfold meanNumber
  rw [h.deriv]

/-- Let `mu` be continuous at `a`, let `g1` and `g2` be continuous at `mu a`, and let `g0 + x g1 +
x² g2`, taken at `mu x`, be constant for `x` near `a`. If `g0 + a g1 + a² g2`, as a function of `m`
at fixed `a`, has a nonzero derivative `D` at `mu a`, then `mu` is differentiable at `a`, with the
derivative given here. -/
theorem hasDerivAt_of_constraint {g0 g1 g2 : ℝ → ℝ} {c D a : ℝ} (hmu : ContinuousAt mu a)
    (hD : HasDerivAt (fun m => g0 m + a * g1 m + a ^ 2 * g2 m) D (mu a)) (hD0 : D ≠ 0)
    (h1 : ContinuousAt g1 (mu a)) (h2 : ContinuousAt g2 (mu a))
    (hc : ∀ᶠ x in 𝓝 a, g0 (mu x) + x * g1 (mu x) + x ^ 2 * g2 (mu x) = c) :
    HasDerivAt mu (-(g1 (mu a) + 2 * a * g2 (mu a)) / D) a := by
  obtain ⟨h, hh⟩ : ∃ h : ℝ → ℝ, h = fun m => g0 m + a * g1 m + a ^ 2 * g2 m := ⟨_, rfl⟩
  rw [← hh] at hD
  -- the difference quotient of `h` along the path tends to `D`
  have hq : Tendsto (fun x => dslope h (mu a) (mu x)) (𝓝 a) (𝓝 D) := by
    have hs : ContinuousAt (dslope h (mu a)) (mu a) :=
      continuousAt_dslope_same.2 hD.differentiableAt
    have ht := hs.tendsto.comp hmu.tendsto
    rw [dslope_same, hD.deriv] at ht
    exact ht
  have k1 : ContinuousAt (fun x => g1 (mu x)) a := ContinuousAt.comp (f := mu) h1 hmu
  have k2 : ContinuousAt (fun x => g2 (mu x)) a := ContinuousAt.comp (f := mu) h2 hmu
  have hr : ContinuousAt (fun x => -(g1 (mu x) + (x + a) * g2 (mu x))) a :=
    (k1.add ((continuousAt_id.add continuousAt_const).mul k2)).neg
  have hlim := (hr.tendsto.div hq hD0).mono_left (nhdsWithin_le_nhds (s := {a}ᶜ))
  have e : -(g1 (mu a) + 2 * a * g2 (mu a)) / D
      = -(g1 (mu a) + (a + a) * g2 (mu a)) / D := by ring
  rw [hasDerivAt_iff_tendsto_slope, e]
  refine hlim.congr' ?_
  filter_upwards [hc.filter_mono nhdsWithin_le_nhds,
    (hq.eventually_ne hD0).filter_mono nhdsWithin_le_nhds, self_mem_nhdsWithin]
    with x hx hqx hxa
  have hxa' : x - a ≠ 0 := sub_ne_zero.2 hxa
  have ha := hc.self_of_nhds
  have hs := sub_smul_dslope h (mu a) (mu x)
  rw [smul_eq_mul] at hs
  have e1 : h (mu x) = g0 (mu x) + a * g1 (mu x) + a ^ 2 * g2 (mu x) := by simp only [hh]
  have e2 : h (mu a) = g0 (mu a) + a * g1 (mu a) + a ^ 2 * g2 (mu a) := by simp only [hh]
  show -(g1 (mu x) + (x + a) * g2 (mu x)) / dslope h (mu a) (mu x) = slope mu a x
  rw [slope_def_field, div_eq_div_iff hqx hxa']
  linear_combination -hs - e1 + e2 - hx + ha

/-- Response of the chemical potential to the coupling at fixed particle number, for all
sufficiently small couplings. -/
theorem chemicalPotential_response (h0 : ContDiff ℝ 2 W0) (h1 : ContDiff ℝ 2 W1)
    (h2 : ContDiff ℝ 2 W2) (hmu : ∀ᶠ x in 𝓝 (0 : ℝ), ContinuousAt mu x)
    (hN : ∀ᶠ x in 𝓝 (0 : ℝ), meanNumber W0 W1 W2 (mu x) x = N)
    (hne : deriv (deriv W0) (mu 0) ≠ 0) :
    ∀ᶠ x in 𝓝 (0 : ℝ), HasDerivAt mu (-(deriv W1 (mu x) + 2 * x * deriv W2 (mu x)) /
      (deriv (deriv W0) (mu x) + x * deriv (deriv W1) (mu x)
        + x ^ 2 * deriv (deriv W2) (mu x))) x := by
  obtain ⟨a0, b0, c0⟩ := regularity h0
  obtain ⟨a1, b1, c1⟩ := regularity h1
  obtain ⟨a2, b2, c2⟩ := regularity h2
  have m0 : ContinuousAt mu 0 := hmu.self_of_nhds
  have k0 : ContinuousAt (fun x => deriv (deriv W0) (mu x)) 0 :=
    ContinuousAt.comp (f := mu) c0.continuousAt m0
  have k1 : ContinuousAt (fun x => deriv (deriv W1) (mu x)) 0 :=
    ContinuousAt.comp (f := mu) c1.continuousAt m0
  have k2 : ContinuousAt (fun x => deriv (deriv W2) (mu x)) 0 :=
    ContinuousAt.comp (f := mu) c2.continuousAt m0
  have hc : ContinuousAt (fun x => deriv (deriv W0) (mu x) + x * deriv (deriv W1) (mu x)
      + x ^ 2 * deriv (deriv W2) (mu x)) 0 :=
    (k0.add (continuousAt_id.mul k1)).add ((continuousAt_id.pow 2).mul k2)
  -- the curvature in the chemical potential stays nonzero for small coupling
  have hD : ∀ᶠ x in 𝓝 (0 : ℝ), deriv (deriv W0) (mu x) + x * deriv (deriv W1) (mu x)
      + x ^ 2 * deriv (deriv W2) (mu x) ≠ 0 :=
    hc.tendsto.eventually_ne (by simpa using hne)
  filter_upwards [hmu, hD, hN.eventually_nhds] with x hx hDx hNx
  exact hasDerivAt_of_constraint (g0 := deriv W0) (c := -N) hx
    (((b0 _).hasDerivAt.fun_add ((b1 _).hasDerivAt.const_mul x)).fun_add
      ((b2 _).hasDerivAt.const_mul (x ^ 2))) hDx
    b1.continuous.continuousAt b2.continuous.continuousAt
    (hNx.mono fun y hy => by
      rw [meanNumber_eq a0 a1 a2] at hy
      linarith)

/-- Where the path is differentiable and the mean particle number equals `N`, the first derivative
of the Helmholtz energy is the explicit coupling derivative of the grand potential. -/
theorem hasDerivAt_helmholtz (h0 : Differentiable ℝ W0) (h1 : Differentiable ℝ W1)
    (h2 : Differentiable ℝ W2) {s x : ℝ} (hm : HasDerivAt mu s x)
    (hN : meanNumber W0 W1 W2 (mu x) x = N) :
    HasDerivAt (helmholtz W0 W1 W2 N mu) (W1 (mu x) + 2 * x * W2 (mu x)) x := by
  have k0 : HasDerivAt (fun y => W0 (mu y)) (deriv W0 (mu x) * s) x :=
    (h0 (mu x)).hasDerivAt.comp x hm
  have k1 : HasDerivAt (fun y => W1 (mu y)) (deriv W1 (mu x) * s) x :=
    (h1 (mu x)).hasDerivAt.comp x hm
  have k2 : HasDerivAt (fun y => W2 (mu y)) (deriv W2 (mu x) * s) x :=
    (h2 (mu x)).hasDerivAt.comp x hm
  have hsq : HasDerivAt (fun y : ℝ => y ^ 2) (2 * x) x := by simpa using hasDerivAt_pow 2 x
  have key := ((k0.fun_add ((hasDerivAt_id' x).fun_mul k1)).fun_add
    (hsq.fun_mul k2)).fun_add (hm.const_mul N)
  rw [meanNumber_eq h0 h1 h2] at hN
  -- the terms proportional to the shift `s` cancel by the number constraint
  refine HasDerivAt.congr_deriv (f := helmholtz W0 W1 W2 N mu) key ?_
  linear_combination -s * hN

/-- Second derivative of the Helmholtz energy at fixed particle number: the second-order
grand potential term and the term from the shift of the chemical potential. -/
theorem second_derivative_helmholtz (h0 : ContDiff ℝ 2 W0) (h1 : ContDiff ℝ 2 W1)
    (h2 : ContDiff ℝ 2 W2) (hmu : ∀ᶠ x in 𝓝 (0 : ℝ), ContinuousAt mu x)
    (hN : ∀ᶠ x in 𝓝 (0 : ℝ), meanNumber W0 W1 W2 (mu x) x = N)
    (hne : deriv (deriv W0) (mu 0) ≠ 0) :
    HasDerivAt (deriv (helmholtz W0 W1 W2 N mu))
      (2 * W2 (mu 0) - (deriv W1 (mu 0)) ^ 2 / deriv (deriv W0) (mu 0)) 0 := by
  have a0 := (regularity h0).1
  have a1 := (regularity h1).1
  have a2 := (regularity h2).1
  have hresp := chemicalPotential_response h0 h1 h2 hmu hN hne
  have hF : deriv (helmholtz W0 W1 W2 N mu) =ᶠ[𝓝 0]
      fun x => W1 (mu x) + 2 * x * W2 (mu x) := by
    filter_upwards [hresp, hN] with x hx hNx
    exact (hasDerivAt_helmholtz a0 a1 a2 hx hNx).deriv
  refine HasDerivAt.congr_of_eventuallyEq ?_ hF
  have hm : HasDerivAt mu (-deriv W1 (mu 0) / deriv (deriv W0) (mu 0)) 0 := by
    refine hresp.self_of_nhds.congr_deriv ?_
    simp
  have k1 : HasDerivAt (fun y => W1 (mu y)) _ 0 := (a1 (mu 0)).hasDerivAt.comp 0 hm
  have k2 : HasDerivAt (fun y => W2 (mu y)) _ 0 := (a2 (mu 0)).hasDerivAt.comp 0 hm
  refine (k1.fun_add (((hasDerivAt_id' (0 : ℝ)).const_mul 2).fun_mul k2)).congr_deriv ?_
  ring

/-- At fixed chemical potential the second derivative of the grand potential at zero coupling
is `2 W2`. -/
theorem second_derivative_grandPotential (W0 W1 W2 : ℝ → ℝ) (m : ℝ) :
    deriv (deriv (fun x => grandPotential W0 W1 W2 m x)) 0 = 2 * W2 m := by
  have h : deriv (fun x => grandPotential W0 W1 W2 m x)
      = fun x => W1 m + 2 * x * W2 m := by
    funext x
    have hsq : HasDerivAt (fun y : ℝ => y ^ 2) (2 * x) x := by
      simpa using hasDerivAt_pow 2 x
    have key : HasDerivAt (fun x => grandPotential W0 W1 W2 m x)
        (1 * W1 m + 2 * x * W2 m) x :=
      (((hasDerivAt_id' x).mul_const (W1 m)).const_add (W0 m)).fun_add
        (hsq.mul_const (W2 m))
    rw [key.deriv, one_mul]
  rw [h, ((((hasDerivAt_id' (0 : ℝ)).const_mul 2).mul_const (W2 m)).const_add (W1 m)).deriv]
  ring

/-- If `W0'' < 0`, the second derivative at fixed particle number is at least the one at fixed
chemical potential, with equality exactly when `W1'` vanishes. -/
theorem fixed_number_ge_fixed_potential (h0 : ContDiff ℝ 2 W0) (h1 : ContDiff ℝ 2 W1)
    (h2 : ContDiff ℝ 2 W2) (hmu : ∀ᶠ x in 𝓝 (0 : ℝ), ContinuousAt mu x)
    (hN : ∀ᶠ x in 𝓝 (0 : ℝ), meanNumber W0 W1 W2 (mu x) x = N)
    (hneg : deriv (deriv W0) (mu 0) < 0) :
    deriv (deriv (fun x => grandPotential W0 W1 W2 (mu 0) x)) 0
        ≤ deriv (deriv (helmholtz W0 W1 W2 N mu)) 0 ∧
      (deriv (deriv (fun x => grandPotential W0 W1 W2 (mu 0) x)) 0
        = deriv (deriv (helmholtz W0 W1 W2 N mu)) 0 ↔ deriv W1 (mu 0) = 0) := by
  rw [second_derivative_grandPotential,
    (second_derivative_helmholtz h0 h1 h2 hmu hN hneg.ne).deriv]
  have hq : (deriv W1 (mu 0)) ^ 2 / deriv (deriv W0) (mu 0) ≤ 0 :=
    div_nonpos_of_nonneg_of_nonpos (sq_nonneg _) hneg.le
  refine ⟨by linarith, fun e => ?_, fun e => by rw [e]; simp⟩
  have hz : (deriv W1 (mu 0)) ^ 2 / deriv (deriv W0) (mu 0) = 0 := by linarith
  rcases div_eq_zero_iff.1 hz with h | h
  · exact pow_eq_zero_iff (two_ne_zero) |>.1 h
  · exact absurd h hneg.ne

/-- A grand potential quadratic in the chemical potential. -/
def quadraticPotential (m : ℝ) : ℝ := -m ^ 2 / 2

/-- `quadraticPotential` is twice continuously differentiable with second derivative `-1`. With all
three orders equal to it, the path `N / (1 + x + x²)` is continuous and keeps the mean particle
number equal to `N`. -/
theorem second_derivative_helmholtz_witness (N : ℝ) :
    ContDiff ℝ 2 quadraticPotential ∧ Continuous (fun x : ℝ => N / (1 + x + x ^ 2)) ∧
      (∀ x, meanNumber quadraticPotential quadraticPotential quadraticPotential
        (N / (1 + x + x ^ 2)) x = N) ∧
      ∀ m, deriv (deriv quadraticPotential) m = -1 := by
  have hd : ∀ m, HasDerivAt quadraticPotential (-m) m := fun m => by
    have hsq : HasDerivAt (fun y : ℝ => y ^ 2) (2 * m) m := by
      simpa using hasDerivAt_pow 2 m
    refine HasDerivAt.congr_deriv (f := quadraticPotential) (hsq.fun_neg.div_const 2) ?_
    ring
  have hderiv : deriv quadraticPotential = fun m => -m := funext fun m => (hd m).deriv
  have hdiff : Differentiable ℝ quadraticPotential := fun m => (hd m).differentiableAt
  have hpos : ∀ x : ℝ, 1 + x + x ^ 2 ≠ 0 := fun x => by
    have : 0 < 1 + x + x ^ 2 := by nlinarith [sq_nonneg (x + 1 / 2)]
    exact this.ne'
  refine ⟨?_, continuous_const.div (by fun_prop) hpos, fun x => ?_, fun m => ?_⟩
  · unfold quadraticPotential
    fun_prop
  · rw [meanNumber_eq hdiff hdiff hdiff, hderiv]
    have e : N / (1 + x + x ^ 2) * (1 + x + x ^ 2) = N := div_mul_cancel₀ N (hpos x)
    linear_combination e
  · rw [hderiv]
    exact (hasDerivAt_id' m).fun_neg.deriv

end

end FiniteTemperaturePerturbation
```

```lean
#print axioms FiniteTemperaturePerturbation.second_derivative_helmholtz
#print axioms FiniteTemperaturePerturbation.fixed_number_ge_fixed_potential
```

```
'FiniteTemperaturePerturbation.second_derivative_helmholtz' depends on axioms: [propext, Classical.choice, Quot.sound]
'FiniteTemperaturePerturbation.fixed_number_ge_fixed_potential' depends on axioms: [propext, Classical.choice, Quot.sound]
```

## What the theorem says about the physics

The main theorem is `second_derivative_helmholtz`. Three real functions `W0`, `W1`, `W2` stand for the orders of the grand potential, and `ContDiff ℝ 2` makes each twice continuously differentiable. `meanNumber` is defined as minus the derivative of `grandPotential` in the chemical potential, and `helmholtz` is $W+N\mu$ along the path `mu`. The hypotheses `hmu` and `hN` say that, for all couplings in some neighbourhood of $0$, the path is continuous and the mean number equals `N`.

The condition `hne` is $W_0''(\mu(0))\neq0$. Physically, $-W_0''$ is the rate at which the unperturbed particle number responds to the chemical potential; without such a response, a shift of $\mu$ that is differentiable at zero coupling cannot compensate a first-order change in the number. A continuous shift still may, as another purely mathematical example shows: for $W_0'=-N-m^3$, $W_1'=1$ and $W_2=0$ the path is $\mu(x)=x^{1/3}$, and $F''(0)$ does not exist.

The conclusion is a `HasDerivAt` statement for `deriv (helmholtz ...)` at $0$. It concerns the second derivative; the coefficient of $x^2$ in an expansion of $F$ is half of it.

The functions $W_i$ are given, not derived from a Hamiltonian, and $W$ stops at $x^2$. The existence of the path is assumed. The fixed quantity is the mean number, so $F$ is a Legendre-type combination and not the free energy of a canonical ensemble. Within this truncated model, the result gives the term to add to the second coupling derivative of the grand potential at fixed chemical potential to obtain that of the Helmholtz energy at fixed mean number.

`fixed_number_ge_fixed_potential` adds a comparison. If $W_0''(\mu(0))<0$, so that the unperturbed number increases with the chemical potential, the second derivative at fixed number is at least the one at fixed potential, with equality exactly when $W_1'(\mu(0))=0$.

The path could also have been assumed differentiable near $0$. The chain rule would then give $W_0''\mu'(0)=-W_1'$ at once, but the condition $W_0''\neq0$ would do no work: $W_0''=0$ would force $W_1'=0$, and since Lean sets $0/0=0$, the formula would still hold. With continuity alone, the condition is what yields the derivative of the path.

## How the proof follows the derivation

`regularity` extracts the derivatives and continuity needed from `ContDiff ℝ 2`, and `meanNumber_eq` writes out the constraint.

`hasDerivAt_of_constraint` is the difference-quotient argument. Mathlib's `dslope` is the quotient $q$, already filled in with the derivative where the two points coincide. The proof takes the limit of the right-hand side divided by $(x-a)\,q(x)$, and shows that this quotient agrees with the slope of `mu` for $x\neq a$ near $a$; the final `linear_combination` is the subtraction of the two constraints.

`chemicalPotential_response` shows that $D$ stays nonzero for small coupling and applies that lemma at every nearby point. `hasDerivAt_helmholtz` differentiates $F$ by the product and chain rules, and `linear_combination -s * hN` removes the terms proportional to the slope `s` of the path.

In `second_derivative_helmholtz`, `hF` identifies $F'$ with $W_1(\mu(x))+2xW_2(\mu(x))$ throughout a neighbourhood of $0$, which justifies the second differentiation; `hm` supplies $\mu'(0)$.

For the comparison, `second_derivative_grandPotential` computes $2W_2$ at fixed potential, and the rest is the sign of $(W_1')^2/W_0''$. Finally, `second_derivative_helmholtz_witness` verifies that the quadratic example meets the hypotheses for every real $N$.
